# For a \(\mathrm{sech}^2\) pulse, the weak-pulse limit of the assisted Schwinger exponent lies below \(\pi g^2\) exactly when \(g>\pi/2\)

If a weak pulse is dropped from a strong constant field before the tunnelling exponent is computed, the result is the Schwinger value whatever the pulse's frequency. For a fast \(\mathrm{sech}^2\) pulse that value is too large, and the semiclassical pair probability at zero canonical momentum comes out exponentially too small.

Take a particle of mass \(m\) in the field \(F+d\,F\,\mathrm{sech}^2(\omega t)\), with \(d>0\) the relative strength of the pulse, \(\hbar=c=1\), the charge absorbed in \(F\), and zero canonical momentum. At imaginary time \(t\) the kinetic momentum is, up to a factor \(i\), \(Ft+(dF/\omega)\tan\omega t\). Put \(x=\omega t\) and \(g=m\omega/F\), the combined Keldysh parameter, usually written \(\gamma\), formed from the pulse's frequency and the constant field. Tunnelling ends at the turning point \(X(d)\), where

\[
p_d(x)=x+d\tan x=g .
\]

The exponent is \(F/\omega^2\) times \(S(d)=4\int_0^{X(d)}\sqrt{g^2-p_d(x)^2}\,dx\). That \(e^{-(F/\omega^2)S}\) governs the pair probability is semiclassical input, assumed here. The semiclassical limit, large \(F/\omega^2\) at fixed \(g\) and \(d\), comes first, and \(d\to0^+\) second. The result tells when the exponent then still differs from the constant-field one. At fixed \(F/\omega^2\) the pair probability itself returns to its constant-field value as \(d\to0^+\).

## The pole of the tangent stops the turning point

Let \(g,d>0\). On \([0,\pi/2)\) the function \(p_d\) is strictly increasing. Also \(p_d(0)=0\) and \(p_d(\arctan(g/d))=\arctan(g/d)+g>g\), so by continuity there is exactly one turning point in \((0,\pi/2)\).

Let \(c=\min(g,\pi/2)\). Since \(d\tan X(d)>0\), we have \(X(d)<g\) and hence \(X(d)<c\). If \(0<a<c\), then \(p_d(a)\to a<g\) as \(d\to0^+\), so \(p_d(a)<g\) and \(a<X(d)\) for small \(d\). Thus \(X(d)\to c\).

Beyond \(X(d)\) the momentum exceeds \(g\). Setting the root to zero there extends the integral to \((0,\pi/2)\) without changing it. The integrand is bounded by \(g\) and converges pointwise, so by dominated convergence

\[
S(d)\to 4\int_0^c\sqrt{g^2-x^2}\,dx .
\]

To evaluate this, write \(s=\sqrt{g^2-x^2}\) and differentiate:

\[
\frac{d}{dx}\,\frac{xs+g^2\arcsin(x/g)}{2}
=\frac12\left(s-\frac{x^2}{s}+\frac{g^2}{s}\right)=s .
\]

The limit is therefore \(2\bigl(c\sqrt{g^2-c^2}+g^2\arcsin(c/g)\bigr)\), which equals \(\pi g^2\) at \(c=g\). If \(g\le\pi/2\), then \(c=g\) and nothing is lost. If \(g>\pi/2\), the limit falls short by \(4\int_{\pi/2}^g\sqrt{g^2-x^2}\,dx>0\).

## Momentum, barrier and exponent in Lean

```lean
import Mathlib

open Set Filter MeasureTheory
open scoped Real Topology

namespace AssistedSchwinger

noncomputable section
```

The variables `g`, `d`, `x` and `X` are real and dimensionless; `momentum d x` is \(p_d(x)\).

```lean
/-- Dimensionless kinetic momentum at imaginary time `x`, for `|x| < π/2`, in a constant field with
a superposed `sech²` pulse of relative strength `d`; the factor `i` is left out. -/
def momentum (d x : ℝ) : ℝ := x + d * Real.tan x
```

The predicate includes the interval, which excludes roots on other branches of the tangent.

```lean
/-- `x` is a turning point in `(0, π/2)`: the dimensionless kinetic momentum there equals the
dimensionless mass `g`. -/
def IsTurningPoint (g d x : ℝ) : Prop := 0 < x ∧ x < π / 2 ∧ momentum d x = g
```

Lean's square root of a negative number is zero, which is the extension used above.

```lean
/-- The tunnelling integrand `√(g² - (x + d tan x)²)`, for `x` between zero and the
turning point. -/
def barrier (g d x : ℝ) : ℝ := √(g ^ 2 - momentum d x ^ 2)
```

The upper limit `X` is free here; `exponent_tendsto` puts the turning point there.

```lean
/-- Four times the integral of the barrier from zero to `X`. When `X` is the turning point, this is
the dimensionless tunnelling exponent. -/
def exponent (g d X : ℝ) : ℝ := 4 * ∫ x in (0 : ℝ)..X, barrier g d x
```

The scaling theorem restores \(m\), \(F\) and \(\omega\). The root contributes a factor \(F/\omega\), and the substitution \(x=\omega t\) contributes \(1/\omega\).

```lean
/-- Let `F, ω > 0`. For a particle of mass `m` in a constant field `F` with a pulse
`d F sech²(ω t)`, four times the integral of the dimensional barrier from imaginary time zero to
`X/ω` is `F/ω²` times `exponent g d X` at `g = m ω / F`. -/
theorem exponent_scaling {F ω : ℝ} (hF : 0 < F) (hω : 0 < ω) (m d X : ℝ) :
    4 * ∫ t in (0 : ℝ)..X / ω, √(m ^ 2 - (F * t + d * F / ω * Real.tan (ω * t)) ^ 2)
      = F / ω ^ 2 * exponent (m * ω / F) d X := by
  have h : ∀ t : ℝ, √(m ^ 2 - (F * t + d * F / ω * Real.tan (ω * t)) ^ 2)
      = F / ω * barrier (m * ω / F) d (ω * t) := by
    intro t
    have e0 : ω⁻¹ * ω = 1 := inv_mul_cancel₀ hω.ne'
    have e1 : F / ω * (m * ω / F) = m := by field_simp
    have e2 : F / ω * momentum d (ω * t) = F * t + d * F / ω * Real.tan (ω * t) := by
      unfold momentum
      linear_combination F * t * e0
    have e3 : m ^ 2 - (F * t + d * F / ω * Real.tan (ω * t)) ^ 2
        = (F / ω) ^ 2 * ((m * ω / F) ^ 2 - momentum d (ω * t) ^ 2) := by
      rw [← e2, mul_sub, ← mul_pow, ← mul_pow, e1]
    rw [e3, Real.sqrt_mul (sq_nonneg _), Real.sqrt_sq (by positivity)]
    rfl
  have hX : ω * (X / ω) = X := by field_simp
  simp only [h]
  rw [intervalIntegral.integral_const_mul,
    intervalIntegral.integral_comp_mul_left (fun y => barrier (m * ω / F) d y) hω.ne',
    mul_zero, hX, smul_eq_mul]
  unfold exponent
  ring
```

## One turning point and its limit

Monotonicity of the tangent gives strict growth of the momentum.

```lean
/-- For a pulse of positive strength the momentum grows strictly on `[0, π/2)`. -/
theorem momentum_strictMonoOn {d : ℝ} (hd : 0 < d) :
    StrictMonoOn (momentum d) (Ico 0 (π / 2)) := by
  intro a ha b hb hab
  have h := mul_lt_mul_of_pos_left
    (Real.tan_lt_tan_of_nonneg_of_lt_pi_div_two ha.1 hb.2 hab) hd
  unfold momentum
  linarith
```

`intermediate_value_Icc` gives existence on \([0,\arctan(g/d)]\), and injectivity gives uniqueness.

```lean
/-- For `g, d > 0` there is exactly one turning point in `(0, π/2)`. -/
theorem existsUnique_turningPoint {g d : ℝ} (hg : 0 < g) (hd : 0 < d) :
    ∃! x, IsTurningPoint g d x := by
  -- at `arctan (g/d)` the momentum already exceeds `g`
  have hb0 : 0 < Real.arctan (g / d) := Real.arctan_pos.2 (div_pos hg hd)
  have hb1 := Real.arctan_lt_pi_div_two (g / d)
  have hm0 : momentum d 0 = 0 := by simp [momentum]
  have hmb : g ≤ momentum d (Real.arctan (g / d)) := by
    have e : d * (g / d) = g := by field_simp
    unfold momentum
    rw [Real.tan_arctan, e]
    linarith
  have hcont : ContinuousOn (momentum d) (Icc 0 (Real.arctan (g / d))) := by
    have ht : ContinuousOn Real.tan (Icc 0 (Real.arctan (g / d))) :=
      Real.continuousOn_tan_Ioo.mono fun y hy =>
        ⟨by linarith [hy.1, Real.pi_pos], lt_of_le_of_lt hy.2 hb1⟩
    exact continuousOn_id.add (continuousOn_const.mul ht)
  obtain ⟨x, hx, hxg⟩ := intermediate_value_Icc hb0.le hcont ⟨by rw [hm0]; exact hg.le, hmb⟩
  have hx0 : 0 < x := by
    refine lt_of_le_of_ne hx.1 fun h => ?_
    rw [← h, hm0] at hxg
    linarith
  have hx1 : x < π / 2 := lt_of_le_of_lt hx.2 hb1
  refine ⟨x, ⟨hx0, hx1, hxg⟩, ?_⟩
  rintro y ⟨hy0, hy1, hyg⟩
  exact (momentum_strictMonoOn hd).injOn ⟨hy0.le, hy1⟩ ⟨hx0.le, hx1⟩ (hyg.trans hxg.symm)
```

The next lemma fixes \(x\) and lets only \(d\) vary.

```lean
/-- At fixed imaginary time `x` the momentum tends to `x` as the pulse is switched off. -/
theorem momentum_tendsto (x : ℝ) : Tendsto (fun d => momentum d x) (𝓝[>] 0) (𝓝 x) := by
  have hc : Continuous fun d : ℝ => x + d * Real.tan x :=
    continuous_const.add (continuous_id.mul continuous_const)
  have h : Tendsto (fun d : ℝ => x + d * Real.tan x) (𝓝[>] 0) (𝓝 (x + 0 * Real.tan x)) :=
    (hc.tendsto 0).mono_left nhdsWithin_le_nhds
  rw [zero_mul, add_zero] at h
  exact h
```

In the limit theorem, `X` is any function that selects the turning point for each positive `d`; the filter `𝓝[>] 0` means \(d\to0^+\). The two cases are the lower and upper bounds of the derivation, with `max a 0` keeping the comparison point in the interval.

```lean
/-- As the pulse strength tends to zero from above, the turning point tends to
`min(g, π/2)`, for `g > 0`. -/
theorem turningPoint_tendsto {g : ℝ} (hg : 0 < g) {X : ℝ → ℝ}
    (hX : ∀ d, 0 < d → IsTurningPoint g d (X d)) :
    Tendsto X (𝓝[>] 0) (𝓝 (min g (π / 2))) := by
  refine tendsto_order.2 ⟨fun a ha => ?_, fun a ha => ?_⟩
  · -- a point below the limit has momentum below `g` once the pulse is weak
    have hc : max a 0 < min g (π / 2) :=
      max_lt ha (lt_min hg (by linarith [Real.pi_pos]))
    have hev := (momentum_tendsto (max a 0)).eventually_lt_const
      (lt_of_lt_of_le hc (min_le_left _ _))
    filter_upwards [hev, self_mem_nhdsWithin] with d h1 hd
    obtain ⟨h2, h3, h4⟩ := hX d hd
    by_contra hn
    have hle : X d ≤ max a 0 := (not_lt.1 hn).trans (le_max_left _ _)
    have h5 := (momentum_strictMonoOn hd).monotoneOn ⟨h2.le, h3⟩
      ⟨le_max_right a 0, lt_of_lt_of_le hc (min_le_right _ _)⟩ hle
    linarith
  · filter_upwards [self_mem_nhdsWithin] with d hd
    obtain ⟨h2, h3, h4⟩ := hX d hd
    have ht := mul_pos (show 0 < d from hd) (Real.tan_pos_of_pos_of_lt_pi_div_two h2 h3)
    unfold momentum at h4
    exact (lt_min (by linarith) h3).trans ha
```

## Convergence of the full exponent

Measurability and the bound \(g\) are the inputs to dominated convergence.

```lean
/-- The barrier is a measurable function of imaginary time and, for `g > 0`, never exceeds `g`. -/
theorem barrier_bounded {g : ℝ} (hg : 0 < g) (d : ℝ) :
    Measurable (barrier g d) ∧ ∀ x, ‖barrier g d x‖ ≤ g := by
  constructor
  · have ht : Measurable Real.tan := by
      rw [show Real.tan = fun x => Real.sin x / Real.cos x from
        funext Real.tan_eq_sin_div_cos]
      exact Real.measurable_sin.div Real.measurable_cos
    have hm : Measurable (momentum d) := measurable_id.add (ht.const_mul d)
    exact Real.continuous_sqrt.measurable.comp (measurable_const.sub (hm.pow_const 2))
  · intro x
    unfold barrier
    rw [Real.norm_of_nonneg (Real.sqrt_nonneg _)]
    exact Real.sqrt_le_iff.2 ⟨hg.le, by linarith [sq_nonneg (momentum d x)]⟩
```

Past the turning point the integrand vanishes, except possibly at the single point \(\pi/2\), which has measure zero.

```lean
/-- If `g > 0` and the momentum is at least `g` between `X ≤ π/2` and `π/2`, the barrier integral
up to `X` equals the one up to `π/2`, with the square root of a negative number read as zero. -/
theorem barrier_extend {g d X : ℝ} (hg : 0 < g) (hX : X ≤ π / 2)
    (h : ∀ y, X < y → y < π / 2 → g ≤ momentum d y) :
    ∫ x in (0 : ℝ)..X, barrier g d x = ∫ x in (0 : ℝ)..π / 2, barrier g d x := by
  have hint : ∀ a b : ℝ, IntervalIntegrable (barrier g d) volume a b := fun a b =>
    ((continuous_const : Continuous fun _ : ℝ => g).intervalIntegrable a b).mono_fun'
      (barrier_bounded hg d).1.aestronglyMeasurable (ae_of_all _ (barrier_bounded hg d).2)
  have hne : ∀ᵐ y ∂(volume : Measure ℝ), y ≠ π / 2 :=
    compl_mem_ae_iff.2 (measure_singleton _)
  have hz : ∫ x in X..π / 2, barrier g d x = 0 := by
    apply intervalIntegral.integral_zero_ae
    filter_upwards [hne] with y hy hyI
    rw [uIoc_of_le hX] at hyI
    have h1 := h y hyI.1 (lt_of_le_of_ne hyI.2 hy)
    exact Real.sqrt_eq_zero_of_nonpos (by nlinarith)
  rw [← intervalIntegral.integral_add_adjacent_intervals (hint 0 X) (hint X (π / 2)),
    hz, add_zero]
```

The extension lemma is used twice: at `d = 0` to rewrite the limiting integral, and at each positive `d` to replace the moving endpoint by \(\pi/2\).

```lean
/-- For `g > 0` the full tunnelling exponent tends, as the pulse strength tends to zero from above,
to four times the constant-field integral cut off at `min(g, π/2)`. -/
theorem exponent_tendsto {g : ℝ} (hg : 0 < g) {X : ℝ → ℝ}
    (hX : ∀ d, 0 < d → IsTurningPoint g d (X d)) :
    Tendsto (fun d => exponent g d (X d)) (𝓝[>] 0)
      (𝓝 (4 * ∫ x in (0 : ℝ)..min g (π / 2), √(g ^ 2 - x ^ 2))) := by
  have h0 := barrier_extend (d := 0) hg (min_le_right g (π / 2)) (by
    intro y h1 h2
    simp only [momentum, zero_mul, add_zero]
    rcases min_lt_iff.1 h1 with h | h <;> linarith)
  simp only [barrier, momentum, zero_mul, add_zero] at h0
  rw [h0]
  -- dominated convergence on the fixed interval `(0, π/2)`
  have hdc : Tendsto (fun d => ∫ x in (0 : ℝ)..π / 2, barrier g d x) (𝓝[>] 0)
      (𝓝 (∫ x in (0 : ℝ)..π / 2, √(g ^ 2 - x ^ 2))) := by
    apply intervalIntegral.tendsto_integral_filter_of_dominated_convergence (fun _ => g)
    · exact Eventually.of_forall fun d => (barrier_bounded hg d).1.aestronglyMeasurable
    · exact Eventually.of_forall fun d => ae_of_all _ fun y _ => (barrier_bounded hg d).2 y
    · exact continuous_const.intervalIntegrable _ _
    · exact ae_of_all _ fun y _ => (Real.continuous_sqrt.tendsto _).comp
        (((momentum_tendsto y).pow 2).const_sub (g ^ 2))
  refine (hdc.const_mul 4).congr' ?_
  filter_upwards [self_mem_nhdsWithin] with d hd
  obtain ⟨h1, h2, h3⟩ := hX d hd
  unfold exponent
  rw [barrier_extend hg h2.le]
  intro y hy hy2
  have h4 := momentum_strictMonoOn hd ⟨h1.le, h2⟩ ⟨(h1.trans hy).le, hy2⟩ hy
  linarith
```

## Comparison with the Schwinger value

The closed form follows from the antiderivative. Its derivative is needed only in the open interval, so the singular slope of the arcsine at \(c=g\) does no harm.

```lean
/-- Closed form of the constant-field exponent cut off at `c`, for `0 ≤ c ≤ g` and `g > 0`. -/
theorem static_exponent {g c : ℝ} (hg : 0 < g) (hc : 0 ≤ c) (hcg : c ≤ g) :
    4 * ∫ x in (0 : ℝ)..c, √(g ^ 2 - x ^ 2)
      = 2 * (c * √(g ^ 2 - c ^ 2) + g ^ 2 * Real.arcsin (c / g)) := by
  have hroot : Continuous fun y : ℝ => √(g ^ 2 - y ^ 2) := by fun_prop
  have hasin : Continuous fun y : ℝ => Real.arcsin (y / g) :=
    Real.continuous_arcsin.comp (continuous_id.div_const g)
  have hF : Continuous fun y : ℝ =>
      (y * √(g ^ 2 - y ^ 2) + g ^ 2 * Real.arcsin (y / g)) / 2 :=
    ((continuous_id.mul hroot).add (continuous_const.mul hasin)).div_const 2
  have hD : ∀ y ∈ Ioo 0 c, HasDerivAt (fun y : ℝ =>
      (y * √(g ^ 2 - y ^ 2) + g ^ 2 * Real.arcsin (y / g)) / 2) (√(g ^ 2 - y ^ 2)) y := by
    intro y hy
    have hy0 : 0 < y := hy.1
    have hyg : y < g := lt_of_lt_of_le hy.2 hcg
    have hpos : 0 < g ^ 2 - y ^ 2 := by nlinarith
    have hq : HasDerivAt (fun y : ℝ => g ^ 2 - y ^ 2) (-(2 * y)) y := by
      simpa using (hasDerivAt_pow 2 y).const_sub (g ^ 2)
    have hlo : y / g ≠ -1 := (by linarith [div_pos hy0 hg] : -1 < y / g).ne'
    have hhi : y / g ≠ 1 := ((div_lt_one hg).2 hyg).ne
    have ha : HasDerivAt (fun y : ℝ => Real.arcsin (y / g))
        (1 / √(1 - (y / g) ^ 2) * (1 / g)) y := by
      have hin : HasDerivAt (fun y : ℝ => y / g) (1 / g) y := (hasDerivAt_id' y).div_const g
      have hout : HasDerivAt Real.arcsin (1 / √(1 - (y / g) ^ 2)) ((fun y : ℝ => y / g) y) :=
        Real.hasDerivAt_arcsin hlo hhi
      have hcomp := hout.comp y hin
      exact hcomp
    have hs : √(1 - (y / g) ^ 2) = √(g ^ 2 - y ^ 2) / g := by
      rw [show 1 - (y / g) ^ 2 = (g ^ 2 - y ^ 2) / g ^ 2 by field_simp,
        Real.sqrt_div' _ (sq_nonneg g), Real.sqrt_sq hg.le]
    refine ((((hasDerivAt_id' y).fun_mul (hq.sqrt hpos.ne')).fun_add
      (ha.const_mul (g ^ 2))).div_const 2).congr_deriv ?_
    rw [hs]
    have hs0 := Real.sqrt_pos.2 hpos
    have hs2 := Real.sq_sqrt hpos.le
    generalize √(g ^ 2 - y ^ 2) = s at hs0 hs2 ⊢
    field_simp
    linear_combination -hs2
  rw [intervalIntegral.integral_eq_sub_of_hasDerivAt_of_le hc hF.continuousOn hD
    (hroot.intervalIntegrable _ _)]
  simp only [zero_mul, zero_div, Real.arcsin_zero, mul_zero, add_zero, sub_zero]
  ring
```

The final theorem compares the limiting integral with \(\pi g^2\). One direction uses equality for \(g\le\pi/2\); the other splits the full integral at \(\pi/2\) and uses positivity of the missing part.

```lean
/-- For `g > 0` the constant-field exponent cut off at `min(g, π/2)`, which is the weak-pulse limit
found in `exponent_tendsto`, lies below the Schwinger value `π g²` exactly when `g > π/2`. -/
theorem limit_lt_schwinger_iff {g : ℝ} (hg : 0 < g) :
    4 * ∫ x in (0 : ℝ)..min g (π / 2), √(g ^ 2 - x ^ 2) < π * g ^ 2 ↔ π / 2 < g := by
  have hS : 4 * ∫ x in (0 : ℝ)..g, √(g ^ 2 - x ^ 2) = π * g ^ 2 := by
    rw [static_exponent hg hg.le le_rfl, sub_self, Real.sqrt_zero, div_self hg.ne',
      Real.arcsin_one]
    ring
  constructor
  · intro h
    by_contra hn
    rw [min_eq_left (not_lt.1 hn), hS] at h
    exact lt_irrefl _ h
  · intro h
    -- the pulse removes the strictly positive piece between `π/2` and `g`
    have hint : ∀ a b : ℝ, IntervalIntegrable (fun x : ℝ => √(g ^ 2 - x ^ 2)) volume a b :=
      fun a b => (by fun_prop : Continuous fun x : ℝ => √(g ^ 2 - x ^ 2)).intervalIntegrable a b
    have hpos : 0 < ∫ x in (π / 2)..g, √(g ^ 2 - x ^ 2) := by
      refine intervalIntegral.intervalIntegral_pos_of_pos_on (hint _ _) (fun y hy => ?_) h
      have hy0 : 0 < y := by linarith [hy.1, Real.pi_pos]
      exact Real.sqrt_pos.2 (by nlinarith [hy.2])
    have hadd := intervalIntegral.integral_add_adjacent_intervals
      (hint 0 (π / 2)) (hint (π / 2) g)
    rw [min_eq_right h.le]
    linarith

end

end AssistedSchwinger
```

```lean
#print axioms AssistedSchwinger.existsUnique_turningPoint
#print axioms AssistedSchwinger.turningPoint_tendsto
#print axioms AssistedSchwinger.exponent_tendsto
#print axioms AssistedSchwinger.limit_lt_schwinger_iff
```

```
'AssistedSchwinger.existsUnique_turningPoint' depends on axioms: [propext, Classical.choice, Quot.sound]
'AssistedSchwinger.turningPoint_tendsto' depends on axioms: [propext, Classical.choice, Quot.sound]
'AssistedSchwinger.exponent_tendsto' depends on axioms: [propext, Classical.choice, Quot.sound]
'AssistedSchwinger.limit_lt_schwinger_iff' depends on axioms: [propext, Classical.choice, Quot.sound]
```
